# Mean-field spin instability of long half-filled Hubbard rings with 4m+2 sites

An antiferromagnetic mean-field state is represented here by one real number $D$, the strength of a staggered field that, for $D>0$, favours up spins on even sites and down spins on odd ones. The mean-field energy as a function of $D$ is a definition; it is not derived from the Hubbard Hamiltonian. Other kinds of order, such as spirals, do not enter.

The ring has $N=4m+2$ sites, with $m=0,1,2,\dots$, one electron per site, hopping $t$ and on-site repulsion $U$. For $m=0$ the two bonds of the ring join the same pair of sites.

```lean
import Mathlib

open Filter Topology

namespace HubbardRingInstability

noncomputable section

variable {t U : ℝ} {m : ℕ}
```

Each spin fills the momenta $k=2\pi j/N$ with integer $|j|\le m$.

```lean
/-- The momentum labels `-m, ..., m` occupied in the half-filled ring of `4m+2` sites. -/
abbrev shell (m : ℕ) : Finset ℤ := Finset.Icc (-(m : ℤ)) m
```

Without the field, orbital $j$ has energy $-\varepsilon_j$ relative to the Fermi level, where $\varepsilon_j=2t\cos(2\pi j/N)$ is `depth t m j`.

```lean
/-- The depth `2t cos(2πj/N)` of the orbital with momentum label `j` below the Fermi level,
for a ring of `N = 4m+2` sites. -/
def depth (t : ℝ) (m : ℕ) (j : ℤ) : ℝ :=
  2 * t * Real.cos (2 * Real.pi * j / (4 * m + 2))
```

For a down spin the field is a potential $+D$ on even sites and $-D$ on odd ones. It couples $k$ to $k+\pi$, whose energy is $+\varepsilon_j$, and gives the block below. For an up spin $D$ changes sign, which leaves the levels unchanged.

```lean
/-- The mean-field Hamiltonian that couples momentum `k` to `k + π` through a staggered
field `D`. -/
def block (t : ℝ) (m : ℕ) (j : ℤ) (D : ℝ) : Matrix (Fin 2) (Fin 2) ℝ :=
  !![-depth t m j, D; D, depth t m j]
```

The energy per site, $E(D)$, has two terms. If the field comes from site occupations $\tfrac12\pm\delta$ through $D=U\delta$, the mean-field double-counting term costs $U\delta^2=D^2/U$. The other term is the energy of the filled levels, for both spins. A constant is left out.

```lean
/-- The mean-field energy per site, up to a constant, as a function of the staggered field `D`,
for `U ≠ 0`. -/
def energy (t U : ℝ) (m : ℕ) (D : ℝ) : ℝ :=
  D ^ 2 / U - 2 / (4 * m + 2) * ∑ j ∈ shell m, Real.sqrt (depth t m j ^ 2 + D ^ 2)
```

Finally, let $U_c=N/\sum_j \varepsilon_j^{-1}$, with the sum over $|j|\le m$.

```lean
/-- The critical repulsion `N / ∑ 1/(2t cos(2πj/N))` of the ring with `N = 4m+2` sites,
for `t > 0`. -/
def criticalU (t : ℝ) (m : ℕ) : ℝ :=
  (4 * m + 2) / ∑ j ∈ shell m, 1 / depth t m j
```

## (a) Levels of one momentum pair

Show that the eigenvalues of the block are
$$x=\pm\sqrt{\varepsilon_j^2+D^2}.$$

The characteristic polynomial is $(-\varepsilon_j-x)(\varepsilon_j-x)-D^2=x^2-(\varepsilon_j^2+D^2)$. With $s=\sqrt{\varepsilon_j^2+D^2}$ it factorises as $(x-s)(x+s)$, which is `hdet` in the proof. Filling the lower level for both spins gives the square roots in `energy`.

```lean
/-- The eigenvalues of the mean-field block are plus and minus `√(ε² + D²)`, where `ε` is the
orbital depth. -/
theorem block_eigenvalues (t : ℝ) (m : ℕ) (j : ℤ) (D x : ℝ) :
    (block t m j D - x • (1 : Matrix (Fin 2) (Fin 2) ℝ)).det = 0 ↔
      x = Real.sqrt (depth t m j ^ 2 + D ^ 2) ∨
      x = -Real.sqrt (depth t m j ^ 2 + D ^ 2) := by
  have hs := Real.sq_sqrt (show 0 ≤ depth t m j ^ 2 + D ^ 2 by positivity)
  have hdet : (block t m j D - x • (1 : Matrix (Fin 2) (Fin 2) ℝ)).det =
      (x - Real.sqrt (depth t m j ^ 2 + D ^ 2)) *
      (x + Real.sqrt (depth t m j ^ 2 + D ^ 2)) := by
    rw [Matrix.det_fin_two]
    simp [block]
    linear_combination hs
  rw [hdet, mul_eq_zero, sub_eq_zero, add_eq_zero_iff_eq_neg]
```

## (b) The occupied shell

For $t>0$, show that $\varepsilon_j>0$ whenever $|j|\le m$.

Since $4m<4m+2$, we have $|2\pi j/N|\le 2\pi m/(4m+2)<\pi/2$, where the cosine is positive. The two bullets in the proof check the two ends of this interval.

```lean
/-- For `t > 0` every occupied orbital lies strictly below the Fermi level. -/
theorem depth_pos (ht : 0 < t) {j : ℤ} (hj : j ∈ shell m) : 0 < depth t m j := by
  have h1 : -(m : ℝ) ≤ j := by exact_mod_cast (Finset.mem_Icc.1 hj).1
  have h2 : (j : ℝ) ≤ m := by exact_mod_cast (Finset.mem_Icc.1 hj).2
  have hN : (0 : ℝ) < 4 * m + 2 := by positivity
  have hp := Real.pi_pos
  refine mul_pos (by positivity) (Real.cos_pos_of_mem_Ioo ⟨?_, ?_⟩)
  · rw [lt_div_iff₀ hN]
    nlinarith [mul_le_mul_of_nonneg_left h1 hp.le]
  · rw [div_lt_iff₀ hN]
    nlinarith [mul_le_mul_of_nonneg_left h2 hp.le]
```

## (c) What one orbital gains

For $e>0$ and $q=D^2/(2e)$, show that
$$q-\frac{q^2}{2e}\le\sqrt{e^2+D^2}-e\le q.$$

Call the gain $r=\sqrt{e^2+D^2}-e\ge0$. Squaring $e+r$ gives $2er+r^2=D^2$, so $r=q-r^2/(2e)$, which is `hr`. Hence $r\le q$. Then $r^2\le q^2$, and the same identity gives the lower bound.

```lean
/-- An orbital of depth `e > 0` gains at most `q = D²/(2e)` from the staggered field, and at
least `q - q²/(2e)`. -/
theorem gain_bounds {e : ℝ} (he : 0 < e) (D : ℝ) :
    D ^ 2 / (2 * e) - (D ^ 2 / (2 * e)) ^ 2 / (2 * e) ≤ Real.sqrt (e ^ 2 + D ^ 2) - e ∧
      Real.sqrt (e ^ 2 + D ^ 2) - e ≤ D ^ 2 / (2 * e) := by
  have hq : 2 * e * (D ^ 2 / (2 * e)) = D ^ 2 := by field_simp
  have hq0 : 0 ≤ D ^ 2 / (2 * e) := by positivity
  have hs := Real.sq_sqrt (show 0 ≤ e ^ 2 + D ^ 2 by positivity)
  have hes : e ≤ Real.sqrt (e ^ 2 + D ^ 2) :=
    (le_abs_self e).trans (Real.abs_le_sqrt (by nlinarith [sq_nonneg D]))
  generalize D ^ 2 / (2 * e) = q at *
  have hup : Real.sqrt (e ^ 2 + D ^ 2) ≤ e + q :=
    Real.sqrt_le_iff.2 ⟨by positivity, by nlinarith [sq_nonneg q]⟩
  generalize Real.sqrt (e ^ 2 + D ^ 2) = s at *
  -- the gain r = s - e solves r = q - r²/(2e), and r ≤ q
  have hr : (s - e) ^ 2 / (2 * e) = q - (s - e) := by
    rw [div_eq_iff (by positivity)]
    linear_combination hs - hq
  have hle : (s - e) ^ 2 / (2 * e) ≤ q ^ 2 / (2 * e) :=
    div_le_div_of_nonneg_right
      (pow_le_pow_left₀ (by linarith) (by linarith) 2) (by positivity)
  exact ⟨by linarith, by linarith⟩
```

## (d) Cost against gain

For $t>0$, show that
$$E(D)-E(0)=\frac{D^2}{U}-\frac2N\sum_{|j|\le m}\left(\sqrt{\varepsilon_j^2+D^2}-\varepsilon_j\right).$$

At $D=0$ each root is $\sqrt{\varepsilon_j^2}=\varepsilon_j$ by (b). Subtract the two energies and combine the sums.

```lean
/-- For `t > 0` the energy relative to the unpolarised state is the cost `D²/U` minus the summed
orbital gains. -/
theorem energy_sub (ht : 0 < t) (U D : ℝ) :
    energy t U m D - energy t U m 0 = D ^ 2 / U - 2 / (4 * m + 2) *
      ∑ j ∈ shell m, (Real.sqrt (depth t m j ^ 2 + D ^ 2) - depth t m j) := by
  have h0 : ∑ j ∈ shell m, Real.sqrt (depth t m j ^ 2 + (0 : ℝ) ^ 2) =
      ∑ j ∈ shell m, depth t m j := Finset.sum_congr rfl fun j hj => by
    rw [zero_pow two_ne_zero, add_zero, Real.sqrt_sq (depth_pos ht hj).le]
  unfold energy
  rw [h0, Finset.sum_sub_distrib]
  ring
```

## (e) The inverse depths

For $t>0$, show that $S=\sum_{|j|\le m}1/\varepsilon_j>0$.

Every term is positive by (b), and $j=0$ is always present, even for $m=0$. Inequalities for $U_c=N/S$ can therefore be multiplied through by $S$.

```lean
/-- For `t > 0` the sum of inverse orbital depths is positive. -/
theorem sum_inv_pos (ht : 0 < t) : 0 < ∑ j ∈ shell m, 1 / depth t m j :=
  Finset.sum_pos (fun _ hj => one_div_pos.2 (depth_pos ht hj))
    ⟨0, Finset.mem_Icc.2 ⟨by omega, by omega⟩⟩
```

## (f) Strong repulsion

For $t,U>0$ and $U>U_c$, find $D>0$ with $E(D)<E(0)$.

Let $K=\sum_j(2\varepsilon_j)^{-3}$. Summing the lower bound of (c) shows that the total gain is at least $D^2S/2-D^4K$ (`hlow`). With $g=S/N-1/U>0$ and $c=2K/N$, part (d) gives
$$E(D)-E(0)\le -gD^2+cD^4.$$
Choose $D^2=g/(c+1)$. Then $g=(c+1)D^2$, and the right side is $-D^4<0$ (`hid`).

```lean
/-- For `t, U > 0` and `U` above the critical repulsion, the mean-field energy at some staggered
field `D > 0` is lower than at `D = 0`. -/
theorem exists_lower (ht : 0 < t) (hU : 0 < U) (h : criticalU t m < U) :
    ∃ D > 0, energy t U m D < energy t U m 0 := by
  have hN : (0 : ℝ) < 4 * m + 2 := by positivity
  have hg : 1 / U < (∑ j ∈ shell m, 1 / depth t m j) / (4 * m + 2) := by
    rw [criticalU, div_lt_iff₀ (sum_inv_pos ht)] at h
    rw [div_lt_div_iff₀ hU hN]
    linarith
  have hK : 0 ≤ ∑ j ∈ shell m, (1 / (2 * depth t m j)) ^ 3 :=
    Finset.sum_nonneg fun j hj => by
      have := depth_pos ht hj
      positivity
  have hlow (D : ℝ) : D ^ 2 / 2 * (∑ j ∈ shell m, 1 / depth t m j) -
      D ^ 4 * (∑ j ∈ shell m, (1 / (2 * depth t m j)) ^ 3) ≤
      ∑ j ∈ shell m, (Real.sqrt (depth t m j ^ 2 + D ^ 2) - depth t m j) := by
    rw [Finset.mul_sum, Finset.mul_sum, ← Finset.sum_sub_distrib]
    refine Finset.sum_le_sum fun j hj => ?_
    refine le_trans (le_of_eq ?_) (gain_bounds (depth_pos ht hj) D).1
    ring
  generalize (∑ j ∈ shell m, 1 / depth t m j) = S at *
  generalize (∑ j ∈ shell m, (1 / (2 * depth t m j)) ^ 3) = K at *
  -- choose D² = g/(c+1), so that the quartic term cannot undo the quadratic gain
  obtain ⟨g, hgd⟩ : ∃ g, g = S / (4 * m + 2) - 1 / U := ⟨_, rfl⟩
  obtain ⟨c, hcd⟩ : ∃ c, c = 2 / (4 * (m : ℝ) + 2) * K := ⟨_, rfl⟩
  have hg0 : 0 < g := by linarith
  have hc0 : 0 ≤ c := by rw [hcd]; positivity
  have hx : 0 < g / (c + 1) := by positivity
  refine ⟨Real.sqrt (g / (c + 1)), Real.sqrt_pos.2 hx, ?_⟩
  have hD := Real.sq_sqrt hx.le
  have hsub := energy_sub (m := m) ht U (Real.sqrt (g / (c + 1)))
  have hl := mul_le_mul_of_nonneg_left (hlow (Real.sqrt (g / (c + 1))))
    (show 0 ≤ 2 / (4 * (m : ℝ) + 2) by positivity)
  generalize Real.sqrt (g / (c + 1)) = D at *
  have hDg : D ^ 2 * (c + 1) = g := by rw [hD]; field_simp
  have hid : D ^ 2 / U - 2 / (4 * m + 2) * (D ^ 2 / 2 * S - D ^ 4 * K) = -(D ^ 2) ^ 2 := by
    have h1 : D ^ 2 / U - 2 / (4 * m + 2) * (D ^ 2 / 2 * S - D ^ 4 * K) =
        -D ^ 2 * g + c * D ^ 4 := by rw [hgd, hcd]; ring
    rw [h1]
    linear_combination D ^ 2 * hDg
  have hpos : 0 < (D ^ 2) ^ 2 := by rw [hD]; positivity
  linarith
```

## (g) The exact threshold

For $t,U>0$, show that
$$E(0)\le E(D)\ \text{for all real }D\iff U\le U_c.$$

If $U\le U_c$, then $S/N\le1/U$. The upper bound of (c) limits the total gain to $D^2S/2$ (`hup`), so $E(D)-E(0)\ge D^2(1/U-S/N)\ge0$. If $U>U_c$, part (f) supplies a lower energy.

In linear response from a restricted mean-field reference, such an instability appears as an imaginary triplet excitation energy; $U_c$ locates its onset for the single staggered mode of this finite ring.

```lean
/-- For `t, U > 0` the unpolarised state minimises the mean-field energy if and only if `U` does
not exceed the critical repulsion. -/
theorem unpolarised_minimises_iff (ht : 0 < t) (hU : 0 < U) :
    (∀ D, energy t U m 0 ≤ energy t U m D) ↔ U ≤ criticalU t m := by
  constructor
  · intro h
    by_contra hc
    obtain ⟨D, _, hD⟩ := exists_lower ht hU (not_le.1 hc)
    exact absurd (h D) (not_le.2 hD)
  · intro h D
    have hN : (0 : ℝ) < 4 * m + 2 := by positivity
    rw [criticalU, le_div_iff₀ (sum_inv_pos ht)] at h
    have hS : (∑ j ∈ shell m, 1 / depth t m j) / (4 * m + 2) ≤ 1 / U := by
      rw [div_le_div_iff₀ hN hU]
      linarith
    have hup : ∑ j ∈ shell m, (Real.sqrt (depth t m j ^ 2 + D ^ 2) - depth t m j) ≤
        D ^ 2 / 2 * ∑ j ∈ shell m, 1 / depth t m j := by
      rw [Finset.mul_sum]
      refine Finset.sum_le_sum fun j hj => ?_
      refine (gain_bounds (depth_pos ht hj) D).2.trans (le_of_eq ?_)
      ring
    have h1 := mul_le_mul_of_nonneg_left hup (show 0 ≤ 2 / (4 * (m : ℝ) + 2) by positivity)
    have h2 := mul_le_mul_of_nonneg_left hS (sq_nonneg D)
    have h3 : 2 / (4 * (m : ℝ) + 2) * (D ^ 2 / 2 * ∑ j ∈ shell m, 1 / depth t m j) =
        D ^ 2 * ((∑ j ∈ shell m, 1 / depth t m j) / (4 * m + 2)) := by ring
    have h4 : D ^ 2 * (1 / U) = D ^ 2 / U := by ring
    linarith [energy_sub (m := m) ht U D]
```

## (h) A logarithm below a harmonic sum

Show that
$$\log(n+1)\le\sum_{i=0}^{n-1}\frac1{i+1}.$$

For $n=0$ both sides vanish. For the induction step, put $x=(n+2)/(n+1)$ into $\log x\le x-1$ to get $\log(n+2)-\log(n+1)\le1/(n+1)$.

```lean
/-- The harmonic sum of `n` terms is at least `log (n+1)`. -/
theorem log_le_harmonic_sum (n : ℕ) :
    Real.log (n + 1) ≤ ∑ i ∈ Finset.range n, 1 / ((i : ℝ) + 1) := by
  induction n with
  | zero => simp
  | succ n ih =>
    have hn : (0 : ℝ) < n + 1 := by positivity
    have h := Real.log_le_sub_one_of_pos (show 0 < ((n : ℝ) + 1 + 1) / (n + 1) by positivity)
    rw [Real.log_div (by positivity) hn.ne', add_div, div_self hn.ne'] at h
    rw [Finset.sum_range_succ]
    push_cast
    linarith
```

## (i) Orbitals near a Fermi point

For $t>0$, show that
$$U_c\le\frac{4\pi t}{\log(m+2)}.$$

Write $j=m-i$ with $0\le i\le m$. Then $\pi/2-2\pi j/N=\pi(2i+1)/N$. From $\cos k=\sin(\pi/2-k)\le\pi/2-k$ we get
$$\varepsilon_{m-i}\le\frac{2\pi t(2i+1)}N\le\frac{4\pi t(i+1)}N.$$
Taking inverses (`hterm`), dropping the positive terms with $j<0$ (`hsub`) and using (h) with $n=m+1$ gives $S\ge N\log(m+2)/(4\pi t)$.

```lean
/-- For `t > 0` the critical repulsion of the ring with `4m+2` sites is at most
`4πt / log (m+2)`. -/
theorem criticalU_le (ht : 0 < t) (m : ℕ) :
    criticalU t m ≤ 4 * Real.pi * t / Real.log (m + 2) := by
  have hN : (0 : ℝ) < 4 * m + 2 := by positivity
  have hp := Real.pi_pos
  have hL : 0 < Real.log ((m : ℝ) + 2) :=
    Real.log_pos (by linarith [Nat.cast_nonneg (α := ℝ) m])
  -- orbitals near one Fermi point: the depth grows at most linearly with the distance i
  have hterm : ∀ i ∈ Finset.range (m + 1),
      (4 * m + 2) / (4 * Real.pi * t) * (1 / ((i : ℝ) + 1)) ≤
        1 / depth t m ((m : ℤ) - i) := by
    intro i hi
    have him := Finset.mem_range.1 hi
    have hy : Real.pi / 2 - 2 * Real.pi * (((m : ℤ) - i : ℤ) : ℝ) / (4 * m + 2) =
        Real.pi * (2 * i + 1) / (4 * m + 2) := by
      rw [eq_div_iff hN.ne', sub_mul, div_mul_cancel₀ _ hN.ne']
      push_cast
      ring
    have hc : Real.cos (2 * Real.pi * (((m : ℤ) - i : ℤ) : ℝ) / (4 * m + 2)) ≤
        Real.pi * (2 * i + 1) / (4 * m + 2) := by
      rw [← Real.sin_pi_div_two_sub, hy]
      exact Real.sin_le (by positivity)
    rw [le_div_iff₀ hN] at hc
    have hd : depth t m ((m : ℤ) - i) ≤ 4 * Real.pi * t * (i + 1) / (4 * m + 2) := by
      rw [le_div_iff₀ hN, depth]
      nlinarith [mul_le_mul_of_nonneg_left hc ht.le, mul_pos ht hp]
    have hpos : 0 < depth t m ((m : ℤ) - i) :=
      depth_pos ht (Finset.mem_Icc.2 ⟨by omega, by omega⟩)
    calc (4 * m + 2) / (4 * Real.pi * t) * (1 / ((i : ℝ) + 1))
        = 1 / (4 * Real.pi * t * (i + 1) / (4 * m + 2)) := by
          rw [one_div_div, div_mul_div_comm, mul_one]
      _ ≤ _ := one_div_le_one_div_of_le hpos hd
  have hsub : ∑ i ∈ Finset.range (m + 1), 1 / depth t m ((m : ℤ) - i) ≤
      ∑ j ∈ shell m, 1 / depth t m j := by
    have himg := Finset.sum_image (f := fun j : ℤ => 1 / depth t m j)
      (s := Finset.range (m + 1)) (g := fun i : ℕ => (m : ℤ) - i)
      (fun a _ b _ h => by
        have h' : (m : ℤ) - a = (m : ℤ) - b := h
        omega)
    refine himg.symm.le.trans (Finset.sum_le_sum_of_subset_of_nonneg ?_
      fun j hj _ => (one_div_pos.2 (depth_pos ht hj)).le)
    intro j hj
    simp only [Finset.mem_image, Finset.mem_range] at hj
    obtain ⟨i, hi, rfl⟩ := hj
    exact Finset.mem_Icc.2 ⟨by omega, by omega⟩
  have hsum := (Finset.sum_le_sum hterm).trans hsub
  rw [← Finset.mul_sum] at hsum
  have hlog := log_le_harmonic_sum (m + 1)
  have hcast : (((m + 1 : ℕ) : ℝ) + 1) = m + 2 := by push_cast; ring
  rw [hcast] at hlog
  have hfin := (mul_le_mul_of_nonneg_left hlog
    (show 0 ≤ (4 * (m : ℝ) + 2) / (4 * Real.pi * t) by positivity)).trans hsum
  rw [div_mul_eq_mul_div, div_le_iff₀ (by positivity)] at hfin
  rw [criticalU, div_le_div_iff₀ (sum_inv_pos ht) hL]
  linarith
```

## (j) The limit of long rings

For fixed $t>0$, show that $U_c\to0$ as $m\to\infty$.

$U_c$ lies between $0$ and the bound of (i), which tends to zero. In Lean, `atTop` is the limit $m\to\infty$ and `squeeze_zero` does the squeezing.

```lean
/-- For `t > 0` the critical repulsion tends to zero as the ring grows. -/
theorem criticalU_tendsto_zero (ht : 0 < t) :
    Tendsto (fun m : ℕ => criticalU t m) atTop (𝓝 0) := by
  have hlog : Tendsto (fun m : ℕ => Real.log ((m : ℝ) + 2)) atTop atTop :=
    Real.tendsto_log_atTop.comp
      (tendsto_atTop_add_const_right atTop 2 tendsto_natCast_atTop_atTop)
  exact squeeze_zero (fun m => div_nonneg (by positivity) (sum_inv_pos ht).le)
    (criticalU_le ht) (hlog.const_div_atTop _)
```

## (k) A sufficient length

For $t,U>0$, show that $m+2>e^{4\pi t/U}$ implies $E(D)<E(0)$ for some $D>0$.

Taking logarithms gives $4\pi t/\log(m+2)<U$. By (i), $U_c<U$, and (f) applies. The broken symmetry belongs to the mean-field description: the exact ground state of each of these half-filled rings, with $t,U>0$, is a spin singlet.

```lean
/-- For `t, U > 0`, if `m + 2 > exp(4πt/U)`, then for the ring of `4m+2` sites the mean-field energy
at some staggered field `D > 0` is lower than at `D = 0`. -/
theorem long_rings_break_symmetry (ht : 0 < t) (hU : 0 < U)
    (hm : Real.exp (4 * Real.pi * t / U) < m + 2) :
    ∃ D > 0, energy t U m D < energy t U m 0 := by
  have hl : 4 * Real.pi * t / U < Real.log (m + 2) :=
    (Real.lt_log_iff_exp_lt (by positivity)).2 hm
  have hL : 0 < Real.log ((m : ℝ) + 2) :=
    lt_trans (by have := Real.pi_pos; positivity) hl
  refine exists_lower ht hU ((criticalU_le ht m).trans_lt ?_)
  rw [div_lt_iff₀ hU] at hl
  rw [div_lt_iff₀ hL]
  linarith
```

## (l) Six sites

For $m=1$ and $t>0$, show that $U_c=12t/5$.

The depths are $\varepsilon_0=2t$ and $\varepsilon_{\pm1}=t$, so $S=5/(2t)$ and $U_c=6/S=12t/5$. At $U=3t$ this ring is already unstable, whereas the condition in (k) would require $m\ge64$; that condition is far from necessary.

```lean
/-- For `t > 0` the critical repulsion of the six-site ring is `12t/5`. -/
theorem criticalU_six_sites (ht : 0 < t) : criticalU t 1 = 12 / 5 * t := by
  have h0 : depth t 1 0 = 2 * t := by simp [depth]
  have h1 : depth t 1 1 = t := by
    have hx : 2 * Real.pi * ((1 : ℤ) : ℝ) / (4 * ((1 : ℕ) : ℝ) + 2) = Real.pi / 3 := by
      push_cast
      ring
    rw [depth, hx, Real.cos_pi_div_three]
    ring
  have h2 : depth t 1 (-1) = t := by
    have hx : 2 * Real.pi * ((-1 : ℤ) : ℝ) / (4 * ((1 : ℕ) : ℝ) + 2) = -(Real.pi / 3) := by
      push_cast
      ring
    rw [depth, hx, Real.cos_neg, Real.cos_pi_div_three]
    ring
  have hset : shell 1 = {-1, 0, 1} := by decide
  have hsum : 1 / t + (1 / (2 * t) + 1 / t) = 5 / (2 * t) := by
    field_simp
    norm_num
  rw [criticalU, hset, Finset.sum_insert (by decide), Finset.sum_insert (by decide),
    Finset.sum_singleton, h0, h1, h2, hsum, div_div_eq_mul_div]
  push_cast
  ring

end

end HubbardRingInstability
```

```lean
#print axioms HubbardRingInstability.unpolarised_minimises_iff
#print axioms HubbardRingInstability.criticalU_tendsto_zero
#print axioms HubbardRingInstability.long_rings_break_symmetry
#print axioms HubbardRingInstability.criticalU_six_sites
```

```
'HubbardRingInstability.unpolarised_minimises_iff' depends on axioms: [propext, Classical.choice, Quot.sound]
'HubbardRingInstability.criticalU_tendsto_zero' depends on axioms: [propext, Classical.choice, Quot.sound]
'HubbardRingInstability.long_rings_break_symmetry' depends on axioms: [propext, Classical.choice, Quot.sound]
'HubbardRingInstability.criticalU_six_sites' depends on axioms: [propext, Classical.choice, Quot.sound]
```

## Alternating bonds

The argument of (a)–(g), repeated by hand, applies to a ring whose hoppings alternate between unequal positive values $t_1$ and $t_2$. The $N/2$ depths become $|t_1+t_2e^{ik}|\ge|t_1-t_2|$, with $k$ now the momentum of the two-site cell. The threshold is again $N$ divided by the sum of inverse depths, so it is at least $2|t_1-t_2|$ at every length and does not tend to zero.
